# The spectrum of N non-interacting H₂ molecules, each with two configurations

Take $N$ identical H₂ molecules that don't interact. Each is described by two configurations, the Hartree–Fock one and the one where both electrons have moved to the antibonding orbital, and may be in a superposition of them. If the two configurations of a molecule are coupled by $K\neq 0$ and the second lies $2D$ above the first in energy, the energies of the whole system are exactly

$$E_k = N D + (2k-N)\sqrt{D^2+K^2},\qquad k=0,1,\dots,N,$$

and $E_k$ has degeneracy $\binom{N}{k}$. The zero of energy is the Hartree–Fock energy of the $N$ molecules. The lowest level is $N$ times the one-molecule value. A size-consistent approximate method shares this proportionality: its energy for $N$ of these molecules is $N$ times its own energy for one, even if that energy is not exact.

In Lean 4 with Mathlib:

```lean
import Mathlib

open Finset Module

namespace HydrogenMoleculesSpectrum

noncomputable section
```

## The Hamiltonian on sets of excited molecules

A configuration of the system is fixed by the set $S$ of doubly excited molecules, a `Finset (Fin N)`. A state is a real function $f$ that gives an amplitude $f(S)$ to each of the $2^N$ sets. The Hamiltonian acts by

$$(Hf)(S)=2D\,|S|\,f(S)+K\Big(\sum_{i\in S} f(S\setminus\{i\})+\sum_{i\notin S} f(S\cup\{i\})\Big).$$

The constant $D$, often written $\Delta$, is half the energy of the doubly excited configuration above the Hartree–Fock one. The constant $K$ is the exchange integral between the bonding and antibonding orbitals, which couples the two configurations. Both are arbitrary real parameters here, apart from $K\ne0$ in the theorems.

This operator is postulated. The step from real molecules to it is the reduction of the electronic Hamiltonian, in a minimal basis and with the molecules infinitely far from one another, to the block in which every molecule has one of these two closed-shell configurations. Singly excited and triplet states lie outside that block.

In the code, `S.erase i` removes an excitation, `insert i S` adds one, and `Sᶜ` is the set of unexcited molecules. The two `map_` fields check linearity.

```lean
/-- The Hamiltonian of `N` two-level molecules on real functions of the set `S` of excited
molecules: diagonal `2 D card S`, and coupling `K` between sets differing in one element. -/
def hamiltonian (N : ℕ) (D K : ℝ) :
    (Finset (Fin N) → ℝ) →ₗ[ℝ] (Finset (Fin N) → ℝ) where
  toFun f S := 2 * D * (S.card : ℝ) * f S +
    K * (∑ i ∈ S, f (S.erase i) + ∑ i ∈ Sᶜ, f (insert i S))
  map_add' f g := by
    ext S
    simp only [Pi.add_apply, Finset.sum_add_distrib]
    ring
  map_smul' c f := by
    ext S
    simp only [Pi.smul_apply, smul_eq_mul, ← Finset.mul_sum, RingHom.id_apply]
    ring
```

The energy formula is defined for every natural number $k$; the restriction $k\le N$ enters with the spectrum.

```lean
/-- The energy `N D + (2k - N) √(D² + K²)`. -/
def energy (N : ℕ) (D K : ℝ) (k : ℕ) : ℝ :=
  N * D + (2 * k - N) * √(D ^ 2 + K ^ 2)
```

## One molecule

Write $R=\sqrt{D^2+K^2}$. For one molecule the matrix is

$$\begin{pmatrix}0&K\\K&2D\end{pmatrix}.$$

An eigenvector $(1,c)$ with eigenvalue $x$ satisfies $Kc=x$ and $K+2Dc=xc$. Hence $c=x/K$ and $x^2=2Dx+K^2$, with roots $x=D\pm R$.

For $N$ molecules, let $T$ be the set of those in the upper eigenstate. It is a different kind of label from $S$, which records excited configurations. Molecule $i$ then has the level $x_i=D+R$ if $i\in T$, and $x_i=D-R$ otherwise.

```lean
/-- The level of molecule `i`: `D + √(D² + K²)` if `i` belongs to `T`, and
`D - √(D² + K²)` otherwise. -/
def level {N : ℕ} (D K : ℝ) (T : Finset (Fin N)) (i : Fin N) : ℝ :=
  if i ∈ T then D + √(D ^ 2 + K ^ 2) else D - √(D ^ 2 + K ^ 2)
```

The product of the one-molecule eigenvectors has the amplitude

$$P_T(S)=\prod_{i\in S}\frac{x_i}{K}.$$

It is in intermediate normalisation, $P_T(\varnothing)=1$. The normalised state is $P_T$ divided by $\prod_{i}\sqrt{1+x_i^2/K^2}$, with the product over all $N$ molecules.

```lean
/-- The product state with the molecules of `T` in the upper level and the others in the lower
one, for `K ≠ 0`: its amplitude at `S` is the product of `level / K` over `S`. -/
def productState {N : ℕ} (D K : ℝ) (T S : Finset (Fin N)) : ℝ :=
  ∏ i ∈ S, level D K T i / K
```

The quadratic equation follows from $R^2=D^2+K^2$, since $(D\pm R)^2-2D(D\pm R)=R^2-D^2=K^2$. The proof treats the two signs with `split_ifs` and closes both by `linear_combination`.

```lean
variable {N : ℕ} {D K : ℝ}

/-- Each level `x` solves the secular equation `x² = 2 D x + K²` of a single molecule. -/
theorem level_sq (T : Finset (Fin N)) (i : Fin N) :
    level D K T i ^ 2 = 2 * D * level D K T i + K ^ 2 := by
  have h : √(D ^ 2 + K ^ 2) ^ 2 = D ^ 2 + K ^ 2 := Real.sq_sqrt (by positivity)
  unfold level
  split_ifs <;> linear_combination h
```

## The energy of a product state

With $|T|$ molecules in the upper level, the levels add up to

$$\sum_i x_i=|T|(D+R)+(N-|T|)(D-R)=ND+(2|T|-N)R=E_{|T|}.$$

The code writes each level as $D-R$ plus $2R$ when $i\in T$, and sums the two parts.

```lean
/-- The levels of the `N` molecules add up to the energy labelled by the number of molecules
in the upper level. -/
theorem sum_level (T : Finset (Fin N)) :
    ∑ i, level D K T i = energy N D K T.card := by
  have h : ∀ i, level D K T i =
      (D - √(D ^ 2 + K ^ 2)) + if i ∈ T then 2 * √(D ^ 2 + K ^ 2) else 0 := by
    intro i
    unfold level
    split_ifs <;> ring
  simp only [h, Finset.sum_add_distrib, Finset.sum_ite_mem, Finset.univ_inter,
    Finset.sum_const, Finset.card_univ, Fintype.card_fin, nsmul_eq_mul, energy]
  ring
```

To see that $P_T$ is an eigenvector, evaluate $HP_T$ at a set $S$. For $i\in S$ we have $P_T(S)=(x_i/K)\,P_T(S\setminus\{i\})$, and the quadratic equation gives $(x_i-2D)\,x_i/K=K$. Therefore

$$K\,P_T(S\setminus\{i\})=(x_i-2D)\,P_T(S).$$

For $i\notin S$, the definition gives directly

$$K\,P_T(S\cup\{i\})=x_i\,P_T(S).$$

Adding everything up,

$$(HP_T)(S)=\Big(2D|S|+\sum_{i\in S}(x_i-2D)+\sum_{i\notin S}x_i\Big)P_T(S)=\Big(\sum_i x_i\Big)P_T(S).$$

The diagonal term cancels the shifts by $-2D$. In the proof, `h1` and `h2` are the two relations for removing and adding an excitation, and `hs` joins the sums over $S$ and its complement.

```lean
/-- For `K ≠ 0` the Hamiltonian multiplies each product state by the energy labelled by the number
of molecules in the upper level. -/
theorem hamiltonian_productState (hK : K ≠ 0) (T : Finset (Fin N)) :
    hamiltonian N D K (productState D K T) =
      energy N D K T.card • productState D K T := by
  rw [← sum_level]
  ext S
  -- removing an excitation
  have h1 : ∀ i ∈ S, K * productState D K T (S.erase i) =
      (level D K T i - 2 * D) * productState D K T S := by
    intro i hi
    have e : level D K T i / K * productState D K T (S.erase i) = productState D K T S :=
      Finset.mul_prod_erase S (fun j => level D K T j / K) hi
    have q : (level D K T i - 2 * D) * (level D K T i / K) = K := by
      field_simp
      linear_combination level_sq (D := D) (K := K) T i
    rw [← e]
    linear_combination (-productState D K T (S.erase i)) * q
  -- adding an excitation
  have h2 : ∀ i ∈ Sᶜ, K * productState D K T (insert i S) =
      level D K T i * productState D K T S := by
    intro i hi
    have e : productState D K T (insert i S) = level D K T i / K * productState D K T S :=
      Finset.prod_insert (Finset.mem_compl.mp hi)
    rw [e]
    field_simp
  have hs := Finset.sum_add_sum_compl S (level D K T)
  change 2 * D * (S.card : ℝ) * productState D K T S +
    K * (∑ i ∈ S, productState D K T (S.erase i) +
      ∑ i ∈ Sᶜ, productState D K T (insert i S)) =
    (∑ i, level D K T i) * productState D K T S
  rw [mul_add, Finset.mul_sum, Finset.mul_sum, Finset.sum_congr rfl h1,
    Finset.sum_congr rfl h2, ← Finset.sum_mul, ← Finset.sum_mul, Finset.sum_sub_distrib,
    Finset.sum_const, nsmul_eq_mul]
  linear_combination productState D K T S * hs
```

## The product states form a basis

Let $x_i$ and $x_i'$ be the levels for $T$ and $T'$. Expanding a product of binomials gives one term for each set $S$, so the overlap factorises:

$$\sum_S P_T(S)P_{T'}(S)=\prod_i\Big(1+\frac{x_ix_i'}{K^2}\Big).$$

If $T\ne T'$, some molecule $i$ belongs to exactly one of them. For it $x_ix_i'=(D+R)(D-R)=-K^2$, and its factor vanishes. The lemma `Finset.prod_one_add` supplies the expansion, and `hl` is the product of the two levels.

```lean
/-- For `K ≠ 0`, product states with different sets of molecules in the upper level are
orthogonal. -/
theorem productState_orthogonal (hK : K ≠ 0) {T T' : Finset (Fin N)} (hT : T ≠ T') :
    ∑ S, productState D K T S * productState D K T' S = 0 := by
  -- the overlap factorises over the molecules
  have e : ∑ S, productState D K T S * productState D K T' S =
      ∏ i, (1 + level D K T i / K * (level D K T' i / K)) := by
    rw [Finset.prod_one_add, Finset.powerset_univ]
    simp only [productState, Finset.prod_mul_distrib]
  obtain ⟨i, hi⟩ : ∃ i, ¬(i ∈ T ↔ i ∈ T') := by
    by_contra h
    exact hT (Finset.ext fun i => not_not.mp fun hi => h ⟨i, hi⟩)
  have h : √(D ^ 2 + K ^ 2) ^ 2 = D ^ 2 + K ^ 2 := Real.sq_sqrt (by positivity)
  have hl : level D K T i * level D K T' i = -K ^ 2 := by
    unfold level
    split_ifs with a b b
    · exact absurd (iff_of_true a b) hi
    · linear_combination -h
    · linear_combination -h
    · exact absurd (iff_of_false a b) hi
  rw [e]
  refine Finset.prod_eq_zero (Finset.mem_univ i) ?_
  rw [div_mul_div_comm, hl, ← sq, neg_div, div_self (pow_ne_zero 2 hK)]
  norm_num
```

Suppose now that $\sum_{T'}g_{T'}P_{T'}=0$. Taking the overlap with $P_T$ leaves $g_T\sum_S P_T(S)^2=0$. The sum is positive because $P_T(\varnothing)=1$, so $g_T=0$. The tactic proof does the same: `Finset.sum_eq_single` keeps the one surviving term, and `pos` is the positivity of the squared norm.

```lean
/-- For `K ≠ 0` the product states are linearly independent. -/
theorem productState_linearIndependent (hK : K ≠ 0) :
    LinearIndependent ℝ (fun T : Finset (Fin N) => productState D K T) := by
  rw [linearIndependent_iff']
  intro s g hg T hT
  -- project the vanishing combination on one product state
  have h0 : ∑ S, (∑ T' ∈ s, g T' • productState D K T') S * productState D K T S = 0 := by
    rw [hg]
    simp
  simp only [Finset.sum_apply, Pi.smul_apply, smul_eq_mul, Finset.sum_mul] at h0
  rw [Finset.sum_comm, Finset.sum_eq_single T] at h0
  · simp only [mul_assoc, ← Finset.mul_sum] at h0
    have pos : 0 < ∑ S, productState D K T S * productState D K T S :=
      Finset.sum_pos' (fun S _ => mul_self_nonneg _)
        ⟨∅, Finset.mem_univ _, by simp [productState]⟩
    exact (mul_eq_zero.mp h0).resolve_right pos.ne'
  · intro T' _ hne
    simp only [mul_assoc, ← Finset.mul_sum]
    rw [productState_orthogonal hK hne, mul_zero]
  · exact fun h => absurd hT h
```

There are $2^N$ independent states in a space of dimension $2^N$, so they form a basis. Let $Hf=\mu f$ and expand $f=\sum_T c_TP_T$. Then

$$\sum_T (E_{|T|}-\mu)\,c_T\,P_T=0,$$

and independence gives $c_T=0$ unless $E_{|T|}=\mu$. Conversely, every $P_T$ with $E_{|T|}=\mu$ is in the eigenspace. The dimension of the eigenspace is therefore the number of sets $T$ with $E_{|T|}=\mu$.

In the code `b` is this basis, `b.repr f T` is $c_T$, and `hspan` proves the two inclusions between the eigenspace and the span of the selected product states.

```lean
/-- For `K ≠ 0` the eigenspace dimension at `μ` is the number of sets `T` of molecules whose
product state has energy `μ`. -/
theorem finrank_eigenspace_eq_card (hK : K ≠ 0) (μ : ℝ) :
    finrank ℝ (End.eigenspace (hamiltonian N D K) μ) =
      (univ.filter fun T : Finset (Fin N) => energy N D K T.card = μ).card := by
  obtain ⟨b, hb⟩ : ∃ b : Basis (Finset (Fin N)) ℝ (Finset (Fin N) → ℝ),
      ∀ T, b T = productState D K T :=
    ⟨basisOfLinearIndependentOfCardEqFinrank (productState_linearIndependent (D := D) hK)
      (Module.finrank_fintype_fun_eq_card ℝ).symm, fun T => by simp⟩
  have hH : ∀ T, hamiltonian N D K (b T) = energy N D K T.card • b T := fun T => by
    rw [hb, hamiltonian_productState hK]
  have hspan : End.eigenspace (hamiltonian N D K) μ = Submodule.span ℝ
      (Set.range fun T : {T : Finset (Fin N) // energy N D K T.card = μ} => b T.1) := by
    apply le_antisymm
    · intro f hf
      rw [End.mem_eigenspace_iff] at hf
      have h1 : hamiltonian N D K f =
          ∑ T, (energy N D K T.card * b.repr f T) • b T := by
        conv_lhs => rw [← b.sum_repr f]
        rw [map_sum]
        refine Finset.sum_congr rfl fun T _ => ?_
        rw [map_smul, hH, smul_smul, mul_comm]
      have h2 : μ • f = ∑ T, (μ * b.repr f T) • b T := by
        conv_lhs => rw [← b.sum_repr f]
        rw [Finset.smul_sum]
        simp only [smul_smul]
      have hz : ∑ T, ((energy N D K T.card - μ) * b.repr f T) • b T = 0 := by
        simp only [sub_mul, sub_smul, Finset.sum_sub_distrib]
        rw [← h1, ← h2, hf, sub_self]
      -- only product states of energy μ contribute
      have hc := Fintype.linearIndependent_iff.mp b.linearIndependent _ hz
      rw [← b.sum_repr f]
      refine Submodule.sum_mem _ fun T _ => ?_
      by_cases h : energy N D K T.card = μ
      · exact Submodule.smul_mem _ _ (Submodule.subset_span ⟨⟨T, h⟩, rfl⟩)
      · rw [(mul_eq_zero.mp (hc T)).resolve_left (sub_ne_zero.mpr h), zero_smul]
        exact Submodule.zero_mem _
    · rw [Submodule.span_le]
      rintro _ ⟨⟨T, h⟩, rfl⟩
      have hT := hH T
      rw [h] at hT
      exact End.mem_eigenspace_iff.mpr hT
  have hli : LinearIndependent ℝ
      (fun T : {T : Finset (Fin N) // energy N D K T.card = μ} => b T.1) :=
    b.linearIndependent.comp Subtype.val Subtype.val_injective
  rw [hspan, finrank_span_eq_card hli, Fintype.card_subtype]
```

## Degeneracies and the complete list of levels

Since $K\neq0$, we have $R>0$, and

$$E_j-E_k=2(j-k)R$$

vanishes only for $j=k$. The sets $T$ with energy $E_k$ are thus exactly those with $k$ elements, and there are $\binom Nk$ of them. A number $\mu$ is an eigenvalue when at least one set $T$ has that energy, which means $\mu=E_k$ for some $k\le N$.

The theorem `hamiltonian_spectrum` states both parts for every $N$ and all real $D$ and $K$ with $K\ne0$. Its first part says that the real dimension, `finrank ℝ`, of the eigenspace at `energy N D K k` is `N.choose k`. For $k>N$ this number is zero, so there is no such level. The second part says that `End.HasEigenvalue` holds for $\mu$ exactly when $\mu$ is one of the energies with $k\le N$. For $N=0$ the only configuration is the empty set, with energy $0$.

If $D$ and $K$ both vanished, all $2^N$ states would have energy zero, and for $N\ge1$ the binomial degeneracies would fail.

In the proof, `inj` is the separation of the energies, and `hset` identifies the selected sets with those of $k$ elements.

```lean
/-- For `K ≠ 0` the eigenspace at `N D + (2k - N) √(D² + K²)` has dimension `C(N, k)`, and the
eigenvalues are exactly these numbers with `k ≤ N`. -/
theorem hamiltonian_spectrum (hK : K ≠ 0) :
    (∀ k, finrank ℝ (End.eigenspace (hamiltonian N D K) (energy N D K k)) = N.choose k) ∧
    ∀ μ, End.HasEigenvalue (hamiltonian N D K) μ ↔ ∃ k ≤ N, μ = energy N D K k := by
  constructor
  · intro k
    have hr : 0 < √(D ^ 2 + K ^ 2) := Real.sqrt_pos.mpr (by positivity)
    -- different k give different energies
    have inj : ∀ j : ℕ, energy N D K j = energy N D K k ↔ j = k := by
      refine fun j => ⟨fun h => ?_, fun h => by rw [h]⟩
      have h' := mul_right_cancel₀ hr.ne' (add_left_cancel h)
      have : (j : ℝ) = k := by linarith
      exact_mod_cast this
    have hset : (univ.filter fun T : Finset (Fin N) =>
        energy N D K T.card = energy N D K k) = Finset.powersetCard k univ := by
      ext T
      simp [Finset.mem_powersetCard, inj]
    rw [finrank_eigenspace_eq_card hK, hset, Finset.card_powersetCard, Finset.card_univ,
      Fintype.card_fin]
  · intro μ
    change End.eigenspace (hamiltonian N D K) μ ≠ ⊥ ↔ _
    rw [ne_eq, ← Submodule.finrank_eq_zero (R := ℝ), finrank_eigenspace_eq_card hK,
      Finset.card_eq_zero, ← ne_eq, ← Finset.nonempty_iff_ne_empty]
    constructor
    · rintro ⟨T, hT⟩
      exact ⟨T.card, by simpa using Finset.card_le_univ T, (Finset.mem_filter.mp hT).2.symm⟩
    · rintro ⟨k, hk, rfl⟩
      obtain ⟨T, _, hT⟩ := Finset.exists_subset_card_eq
        (s := (univ : Finset (Fin N))) (n := k) (by simpa using hk)
      exact ⟨T, by simp [hT]⟩
```

## The ground-state energy

Since $E_k-E_0=2kR\ge0$, the lowest level is

$$E_0=N\big(D-\sqrt{D^2+K^2}\big).$$

Within the model this is the correlation energy, and it is strictly proportional to the number of molecules. `IsLeast` says that this value is an eigenvalue and that no eigenvalue lies below it.

```lean
/-- For `K ≠ 0` the lowest eigenvalue is `N (D - √(D² + K²))`. -/
theorem ground_energy (hK : K ≠ 0) :
    IsLeast {μ | End.HasEigenvalue (hamiltonian N D K) μ} (N * (D - √(D ^ 2 + K ^ 2))) := by
  constructor
  · refine ((hamiltonian_spectrum hK).2 _).mpr ⟨0, Nat.zero_le _, ?_⟩
    unfold energy
    push_cast
    ring
  · intro μ hμ
    obtain ⟨k, _, rfl⟩ := ((hamiltonian_spectrum hK).2 μ).mp hμ
    unfold energy
    nlinarith [mul_nonneg (Nat.cast_nonneg (α := ℝ) k) (Real.sqrt_nonneg (D ^ 2 + K ^ 2))]

end

end HydrogenMoleculesSpectrum
```

```lean
#print axioms HydrogenMoleculesSpectrum.hamiltonian_spectrum
#print axioms HydrogenMoleculesSpectrum.ground_energy
```

```
'HydrogenMoleculesSpectrum.hamiltonian_spectrum' depends on axioms: [propext, Classical.choice, Quot.sound]
'HydrogenMoleculesSpectrum.ground_energy' depends on axioms: [propext, Classical.choice, Quot.sound]
```

## Molecules that differ from one another

The same argument applies when molecule $i$ has its own constants $D_i$ and $K_i\neq0$, for example because the bond lengths differ. The amplitudes become products of $x_i/K_i$ with $x_i=D_i\pm\sqrt{D_i^2+K_i^2}$, and the energies are

$$\sum_i\Big(D_i\pm\sqrt{D_i^2+K_i^2}\Big)$$

with all $2^N$ choices of signs. The degeneracy of a level is the number of choices that give the same sum, which need no longer be one of the numbers $\binom Nk$. This extension is an informal remark; the theorems treat identical molecules.
